# The Hückel levels of a ring of three or more sites, with their multiplicities

The theorem `ring_charpoly` concerns the one-electron Hückel Hamiltonian of a finite ring of N ≥ 3 sites, with zero on-site energy and energies in units of the hopping integral. It states that the characteristic polynomial of this matrix is the product of the factors X − 2 cos(2π(k − m)/N) for k = 0, …, N − 1, where m is any natural number. This gives every level with its multiplicity, and shows that the starting momentum −m makes no difference to the spectrum. The proof collects unnormalised plane waves, built from the N distinct N-th roots of unity, as the rows of a Vandermonde matrix. That matrix is invertible and diagonalises the Hamiltonian over the complex numbers, and the resulting identity of polynomials is carried back to the reals.

In Lean, a first try:

```lean
import Mathlib

open Filter
open scoped Real Topology

namespace RingCharpoly

noncomputable section

/-- The Hueckel Hamiltonian of a ring of `N` sites in units of the hopping integral:
the entry is 1 for neighbouring sites, the last and the first included, and 0 otherwise. -/
def ringHopping (N : ℕ) : Matrix (Fin N) (Fin N) ℝ := Matrix.of fun i j =>
  if (i : ℕ) + 1 = j ∨ (j : ℕ) + 1 = i ∨ ((i : ℕ) + 1 = N ∧ (j : ℕ) = 0) ∨
    ((j : ℕ) + 1 = N ∧ (i : ℕ) = 0) then 1 else 0

/-- The level `2 cos (2π(k - m)/N)`, for `N > 0`, with momenta counted from `-m`. -/
def ringLevel (N m k : ℕ) : ℝ := 2 * Real.cos (2 * ((k : ℝ) - m) * (π / N))

/-- On a ring of at least three sites, a plane wave with phase factor `ζ`, `ζ ^ N = 1`,
is an eigenvector of the hopping matrix with eigenvalue `ζ + ζ⁻¹`. -/
theorem plane_wave {N : ℕ} (hN : 3 ≤ N) {ζ : ℂ} (hζ : ζ ^ N = 1) (i : Fin N) :
    ∑ j : Fin N, ζ ^ (j : ℕ) * (ringHopping N j i : ℂ) = (ζ + ζ⁻¹) * ζ ^ (i : ℕ) := by
  have hi := i.isLt
  have h0 : ζ ≠ 0 := by
    intro h
    rw [h, zero_pow (by omega)] at hζ
    exact zero_ne_one hζ
  -- the two neighbours of site `i`
  obtain ⟨p, hp⟩ : ∃ p : Fin N, (i : ℕ) + 1 = p ∨ ((i : ℕ) + 1 = N ∧ (p : ℕ) = 0) := by
    by_cases h : (i : ℕ) + 1 = N
    · exact ⟨⟨0, by omega⟩, Or.inr ⟨h, rfl⟩⟩
    · exact ⟨⟨i + 1, by omega⟩, Or.inl rfl⟩
  obtain ⟨q, hq⟩ : ∃ q : Fin N, (q : ℕ) + 1 = i ∨ ((q : ℕ) + 1 = N ∧ (i : ℕ) = 0) := by
    by_cases h : (i : ℕ) = 0
    · exact ⟨⟨N - 1, by omega⟩, Or.inr ⟨by simp only []; omega, h⟩⟩
    · exact ⟨⟨i - 1, by omega⟩, Or.inl (by simp only []; omega)⟩
  have hH : ∀ j : Fin N, (ringHopping N j i : ℂ) =
      (if j = p then 1 else 0) + (if j = q then 1 else 0) := by
    intro j
    have hj := j.isLt
    simp only [ringHopping, Matrix.of_apply, Fin.ext_iff]
    split_ifs <;> first | (exfalso; omega) | simp
  have hp' : ζ ^ (p : ℕ) = ζ * ζ ^ (i : ℕ) := by
    rcases hp with h | ⟨h, h'⟩
    · rw [← h, pow_succ']
    · rw [h', ← pow_succ', h, hζ, pow_zero]
  have hq' : ζ * ζ ^ (q : ℕ) = ζ ^ (i : ℕ) := by
    rcases hq with h | ⟨h, h'⟩
    · rw [← pow_succ', h]
    · rw [← pow_succ', h, hζ, h', pow_zero]
  simp only [hH, mul_add, Finset.sum_add_distrib, mul_ite, mul_one, mul_zero,
    Finset.sum_ite_eq', Finset.mem_univ, if_true]
  rw [hp', add_mul, ← hq', inv_mul_cancel_left₀ h0]

/-- The full spectrum of a ring of at least three sites, with multiplicity: the levels
`2 cos (2π(k - m)/N)` for `k = 0, ..., N - 1`, whatever the starting momentum `-m`. -/
theorem ring_charpoly {N : ℕ} (hN : 3 ≤ N) (m : ℕ) : (ringHopping N).charpoly =
    ∏ k ∈ Finset.range N, (Polynomial.X - Polynomial.C (ringLevel N m k)) := by
  obtain ⟨ω, hω⟩ : ∃ ω, ω = Complex.exp (2 * π * Complex.I / N) := ⟨_, rfl⟩
  have hprim : IsPrimitiveRoot ω N := hω ▸ Complex.isPrimitiveRoot_exp N (by omega)
  have hω0 : ω ≠ 0 := hω ▸ Complex.exp_ne_zero _
  obtain ⟨ζ, hζ⟩ : ∃ ζ : Fin N → ℂ, ζ = fun k => ω ^ (k : ℕ) * (ω ^ m)⁻¹ := ⟨_, rfl⟩
  have hpow : ∀ a : ℕ, (ω ^ a) ^ N = 1 := fun a => by
    rw [← pow_mul, mul_comm, pow_mul, hprim.pow_eq_one, one_pow]
  have hζN : ∀ k, ζ k ^ N = 1 := fun k => by
    simp only [hζ, mul_pow, inv_pow, hpow, inv_one, mul_one]
  have hinj : Function.Injective ζ := by
    intro k l h
    simp only [hζ] at h
    exact Fin.ext (hprim.pow_inj k.isLt l.isLt
      (mul_right_cancel₀ (inv_ne_zero (pow_ne_zero m hω0)) h))
  have hlev : ∀ k : Fin N, ζ k + (ζ k)⁻¹ = (ringLevel N m k : ℂ) := by
    intro k
    have he : ζ k = Complex.exp (((2 * ((k : ℝ) - m) * (π / N) : ℝ) : ℂ) * Complex.I) := by
      simp only [hζ, hω]
      rw [← Complex.exp_nat_mul, ← Complex.exp_nat_mul, ← Complex.exp_neg, ← Complex.exp_add]
      congr 1
      push_cast
      ring
    rw [he, ← Complex.exp_neg, ringLevel, Complex.ofReal_mul, Complex.ofReal_cos,
      Complex.cos, neg_mul]
    push_cast
    ring
  -- the matrix of plane waves is invertible and diagonalises the Hamiltonian
  have hdet : IsUnit (Matrix.vandermonde ζ).det :=
    isUnit_iff_ne_zero.2 (Matrix.det_vandermonde_ne_zero_iff.2 hinj)
  have hV : Matrix.vandermonde ζ * (ringHopping N).map Complex.ofRealHom =
      Matrix.diagonal (fun k : Fin N => (ringLevel N m k : ℂ)) * Matrix.vandermonde ζ := by
    ext k i
    rw [Matrix.mul_apply, Matrix.diagonal_mul]
    simp only [Matrix.vandermonde_apply, Matrix.map_apply, Complex.ofRealHom_eq_coe]
    rw [plane_wave hN (hζN k), hlev]
  have hH : (ringHopping N).map Complex.ofRealHom = (Matrix.vandermonde ζ)⁻¹ *
      (Matrix.diagonal (fun k : Fin N => (ringLevel N m k : ℂ)) * Matrix.vandermonde ζ) := by
    rw [← hV, ← mul_assoc, Matrix.nonsing_inv_mul _ hdet, one_mul]
  apply Polynomial.map_injective Complex.ofRealHom Complex.ofRealHom.injective
  rw [← Matrix.charpoly_map, hH, Matrix.charpoly_mul_comm, mul_assoc,
    Matrix.mul_nonsing_inv _ hdet, mul_one,
    Matrix.charpoly_of_upperTriangular _ (Matrix.blockTriangular_diagonal _),
    Finset.prod_range, Polynomial.map_prod]
  simp

end

end RingCharpoly
```

Lean reports:

```
Main.lean:62:40: error: Type mismatch
  fun k => ω ^ k * (ω ^ m)⁻¹
has type
  ℕ → ℂ
but is expected to have type
  Fin N → ℂ
Main.lean:66:4: error: `simp` made no progress
Main.lean:69:4: error: `simp` made no progress
Main.lean:75:6: error: `simp` made no progress
Main.lean:80:62: error: Tactic `rewrite` failed: Did not find an occurrence of the pattern
  ↑(Real.cos ?x)
in the target expression
  Complex.exp (↑(2 * (↑↑k - ↑m)) * ↑(π / ↑N) * Complex.I) + Complex.exp (-(↑(2 * (↑↑k - ↑m)) * ↑(π / ↑N) * Complex.I)) =
    ↑(2 * Real.cos (2 * (↑↑k - ↑m) * (π / ↑N)))

N : ℕ
hN : 3 ≤ N
m : ℕ
ω : ℂ
hω : ω = Complex.exp (2 * ↑π * Complex.I / ↑N)
hprim : IsPrimitiveRoot ω N
hω0 : ω ≠ 0
ζ : Fin N → ℂ
hζ : sorry
hpow : ∀ (a : ℕ), (ω ^ a) ^ N = 1
hζN : ∀ (k : Fin N), ζ k ^ N = 1
hinj : Function.Injective ζ
k : Fin N
he : ζ k = Complex.exp (↑(2 * (↑↑k - ↑m) * (π / ↑N)) * Complex.I)
⊢ Complex.exp (↑(2 * (↑↑k - ↑m)) * ↑(π / ↑N) * Complex.I) + Complex.exp (-(↑(2 * (↑↑k - ↑m)) * ↑(π / ↑N) * Complex.I)) =
    ↑(2 * Real.cos (2 * (↑↑k - ↑m) * (π / ↑N)))
Main.lean:99:4: warning: `Matrix.charpoly_of_upperTriangular` has been deprecated: Use `Matrix.charpoly_of_isUpperTriangular` instead
```

Diagnosis. In the definition of `ζ`, Lean elaborates `fun k => …` before using the type of the left-hand side. The ascription `(k : ℕ)` then fixes the still unknown type of `k` as `ℕ`, instead of coercing from `Fin N`. Writing `fun k : Fin N` cures this. The three `simp` errors are consequences: the failed statement left `hζ : sorry`, which gives `simp` no equation with which to unfold `ζ`.

The `rewrite` error is separate. `Complex.ofReal_mul` matched the product inside the exponentials first and, with its variables thus fixed, left the cast of `2 * Real.cos …` on the right whole. `Complex.ofReal_cos` therefore found no cast applied directly to a cosine. In the repair `push_cast` moves the casts inward throughout and produces a complex cosine; only then does `Complex.cos` unfold it into exponentials, `neg_mul` match the sign in the exponent, and `ring` finish.

The change to `Matrix.charpoly_of_isUpperTriangular` is mere tidying, replacing a deprecated name.

The mended proof, as a diff:

```diff
@@ -60,5 +60,6 @@
   have hprim : IsPrimitiveRoot ω N := hω ▸ Complex.isPrimitiveRoot_exp N (by omega)
   have hω0 : ω ≠ 0 := hω ▸ Complex.exp_ne_zero _
-  obtain ⟨ζ, hζ⟩ : ∃ ζ : Fin N → ℂ, ζ = fun k => ω ^ (k : ℕ) * (ω ^ m)⁻¹ := ⟨_, rfl⟩
+  obtain ⟨ζ, hζ⟩ : ∃ ζ : Fin N → ℂ, ζ = fun k : Fin N => ω ^ (k : ℕ) * (ω ^ m)⁻¹ :=
+    ⟨_, rfl⟩
   have hpow : ∀ a : ℕ, (ω ^ a) ^ N = 1 := fun a => by
     rw [← pow_mul, mul_comm, pow_mul, hprim.pow_eq_one, one_pow]
@@ -78,7 +79,7 @@
       push_cast
       ring
-    rw [he, ← Complex.exp_neg, ringLevel, Complex.ofReal_mul, Complex.ofReal_cos,
-      Complex.cos, neg_mul]
+    rw [he, ← Complex.exp_neg, ringLevel]
     push_cast
+    rw [Complex.cos, neg_mul]
     ring
   -- the matrix of plane waves is invertible and diagonalises the Hamiltonian
@@ -97,5 +98,5 @@
   rw [← Matrix.charpoly_map, hH, Matrix.charpoly_mul_comm, mul_assoc,
     Matrix.mul_nonsing_inv _ hdet, mul_one,
-    Matrix.charpoly_of_upperTriangular _ (Matrix.blockTriangular_diagonal _),
+    Matrix.charpoly_of_isUpperTriangular _ (Matrix.blockTriangular_diagonal _),
     Finset.prod_range, Polynomial.map_prod]
   simp
```
